# For an energy polynomial of degree at most n + 1 in the step, with B its coefficient of order n + 1, Richardson extrapolation from n + 1 distinct steps leaves (−1)ⁿB times the product of the steps

## Which step sets the error that is left?

I run diffusion Monte Carlo at several time steps, and to reach the zero-step limit I treat the mean energy as a polynomial in the step. With three steps I can eliminate the linear and quadratic errors, and I'm told that what remains is "of order $h^3$". But I have three different values of $h$: 0.04, 0.02 and 0.01 in atomic units. Is the leftover error governed by the smallest step, which cost me the most, or by the largest? The two cubes differ by a factor of 64. And can I tell from which side the extrapolated energy misses the limit?

## All the steps enter equally, and the sign alternates

Take the mean energy at step $x$ to be exactly a polynomial of degree at most $n+1$,

$$f(x)=E+\sum_{m=0}^{n-1}A_m\,x^{m+1}+B\,x^{n+1}.$$

Here $E$ is the zero-step limit, $A_0$ is the coefficient of the linear error, $A_1$ that of the quadratic error, and so on; $B$ belongs to the first order that $n+1$ steps can't eliminate. None of these coefficients depends on the step. For pairwise distinct steps $h_0,\dots,h_n$, the extrapolated value is

$$\sum_{k=0}^{n} w_k f(h_k)=E+(-1)^n B\prod_{j=0}^{n}h_j,\qquad w_k=\prod_{j\ne k}\frac{h_j}{h_j-h_k}.$$

So neither the smallest nor the largest step decides alone. For positive steps, the error is that of the single term $Bx^{n+1}$ at the geometric mean of the steps, up to the sign. Your three steps have the product $8\times10^{-6}$, which is $0.02^3$. Since $n=2$, the sign is positive, and the extrapolated energy lies above the limit if $B>0$ and below it if $B<0$. The three energies alone don't determine the sign of $B$. With two steps the factor $(-1)^n$ is $-1$, but $B$ is then the quadratic coefficient.

### Why the lower orders cancel

The weights come from interpolation. The Lagrange basis polynomial

$$L_k(x)=\prod_{j\neq k}\frac{x-h_j}{h_k-h_j}$$

equals one at $h_k$ and zero at the other steps. At zero step it is

$$L_k(0)=\prod_{j\neq k}\frac{-h_j}{h_k-h_j}=\prod_{j\neq k}\frac{h_j}{h_j-h_k}=w_k .$$

Let $P$ be any polynomial of degree at most $n$. The difference $P(x)-\sum_k P(h_k)L_k(x)$ also has degree at most $n$, but it vanishes at $n+1$ distinct points, so it is zero. Setting $x=0$ gives

$$\sum_k w_kP(h_k)=P(0).$$

With $P=1$ this says $\sum_k w_k=1$. With $P=x^m$ and $1\le m\le n$ it says $\sum_k w_kh_k^m=0$.

### What happens to the first surviving order

The power $x^{n+1}$ has too high a degree for this rule, but it can be lowered without changing its values at the steps. Let $N(x)=\prod_j(x-h_j)$. It has leading term $x^{n+1}$ and vanishes at every step. Therefore $Q(x)=x^{n+1}-N(x)$ has degree at most $n$, and $Q(h_k)=h_k^{n+1}$. The rule applies to $Q$:

$$\sum_kw_kh_k^{n+1}=Q(0)=-N(0)=-(-1)^{n+1}\prod_jh_j=(-1)^n\prod_jh_j .$$

Now insert the energy and use linearity:

$$\sum_kw_kf(h_k)=E\sum_kw_k+\sum_{m=0}^{n-1}A_m\sum_kw_kh_k^{m+1}+B\sum_kw_kh_k^{n+1}.$$

The first sum is one, each sum multiplying an $A_m$ is zero, and the last sum is $(-1)^n\prod_jh_j$. This is the stated result. For $n=0$ there is one step with weight one, no order is eliminated, and the formula reads $f(h_0)=E+Bh_0$, as it should.

Three special cases follow.

- If no step is zero, the product is nonzero, so the extrapolated value equals $E$ exactly when $B=0$.
- For a geometric sequence $h_j=s\,r^j$, the product is $s^{n+1}r^{0+1+\cdots+n}=s^{n+1}r^{n(n+1)/2}$. Your steps have $s=0.04$, $r=1/2$ and $n=2$, which gives $s^3/8$.
- For two steps $a$ and $b$, with $A$ the linear coefficient, the terms in $A$ cancel in the numerator:

$$\frac{b\,f(a)-a\,f(b)}{b-a}=\frac{E(b-a)+B\,ab(a-b)}{b-a}=E-B\,ab .$$

### The same statement in Lean

```lean
import Mathlib

open Polynomial

namespace RichardsonRemainder

noncomputable section

variable {K : Type*} [Field K] {n : ℕ}

/-- The Richardson weight of the `k`-th step, the product of `h j / (h j - h k)` over all
other steps; it is meant for pairwise distinct steps. -/
def weight (h : Fin (n + 1) → K) (k : Fin (n + 1)) : K :=
  ∏ j ∈ Finset.univ.erase k, h j / (h j - h k)

/-- The extrapolated value: the weighted sum of the values of `f` computed at the steps `h k`,
which are meant to be pairwise distinct. -/
def extrapolate (h : Fin (n + 1) → K) (f : K → K) : K :=
  ∑ k, weight h k * f (h k)

/-- The energy at step `x`: the limit `E`, error terms of orders `1` to `n` with
coefficients `A`, and a term of order `n + 1` with coefficient `B`. -/
def energyModel (E : K) (A : Fin n → K) (B : K) (x : K) : K :=
  E + ∑ m : Fin n, A m * x ^ ((m : ℕ) + 1) + B * x ^ (n + 1)

/-- With `n + 1` distinct steps, extrapolation returns the exact zero-step value of every
polynomial of degree at most `n`. -/
theorem extrapolate_polynomial (h : Fin (n + 1) → K) (hh : Function.Injective h)
    (P : K[X]) (hP : P.degree < ((n + 1 : ℕ) : WithBot ℕ)) :
    extrapolate h (fun x => P.eval x) = P.eval 0 := by
  -- the weights are the Lagrange basis polynomials at zero step
  have hw : ∀ k, weight h k = eval 0 (Lagrange.basis Finset.univ h k) := by
    intro k
    unfold weight Lagrange.basis
    rw [eval_prod]
    refine Finset.prod_congr rfl fun j hj => ?_
    have hjk : j ≠ k := Finset.ne_of_mem_erase hj
    have hne : h j - h k ≠ 0 := sub_ne_zero.mpr (hh.ne hjk)
    have hne' : h k - h j ≠ 0 := sub_ne_zero.mpr (hh.ne hjk.symm)
    simp only [Lagrange.basisDivisor, eval_mul, eval_C, eval_sub, eval_X]
    rw [div_eq_iff hne]
    linear_combination (-(h j)) * inv_mul_cancel₀ hne'
  -- a polynomial of low degree is its own interpolant
  have hi := Lagrange.eq_interpolate (s := Finset.univ) (v := h) (f := P) hh.injOn
    (by rw [Finset.card_univ, Fintype.card_fin]; exact hP)
  have h0 := congrArg (eval 0) hi
  rw [h0, Lagrange.interpolate_apply, Polynomial.eval_finsetSum]
  simp only [extrapolate]
  refine Finset.sum_congr rfl fun k _ => ?_
  rw [eval_mul, eval_C, hw]
  ring

/-- For distinct steps, each power `x ^ m` with `m ≤ n` is extrapolated to its value at zero:
one for `m = 0`, and zero for the other orders. -/
theorem extrapolate_pow (h : Fin (n + 1) → K) (hh : Function.Injective h)
    (m : ℕ) (hm : m ≤ n) : extrapolate h (fun x => x ^ m) = 0 ^ m := by
  have key := extrapolate_polynomial h hh (X ^ m)
    (by rw [degree_X_pow]; exact_mod_cast Nat.lt_succ_of_le hm)
  simpa only [eval_pow, eval_X] using key

/-- For distinct steps, the power `x ^ (n + 1)` is extrapolated to `(-1) ^ n` times the
product of all steps. -/
theorem extrapolate_pow_succ (h : Fin (n + 1) → K) (hh : Function.Injective h) :
    extrapolate h (fun x => x ^ (n + 1)) = (-1) ^ n * ∏ j, h j := by
  have hM : (Lagrange.nodal Finset.univ h).Monic := Lagrange.nodal_monic
  have hN : (Lagrange.nodal Finset.univ h).degree = ((n + 1 : ℕ) : WithBot ℕ) := by
    rw [Lagrange.degree_nodal, Finset.card_univ, Fintype.card_fin]
  -- subtracting the nodal polynomial lowers the degree and changes no value at the steps
  have hdeg : (X ^ (n + 1) - Lagrange.nodal Finset.univ h).degree
      < ((n + 1 : ℕ) : WithBot ℕ) := by
    have hlt := Polynomial.degree_sub_lt_left (p := (X : K[X]) ^ (n + 1)) (q := Lagrange.nodal Finset.univ h)
      (by rw [degree_X_pow, hN]) (pow_ne_zero _ X_ne_zero)
      (by rw [leadingCoeff_X_pow, hM.leadingCoeff])
    rwa [degree_X_pow] at hlt
  have hnode : ∀ k, eval (h k) (Lagrange.nodal Finset.univ h) = 0 :=
    fun k => Lagrange.eval_nodal_at_node (Finset.mem_univ k)
  have hzero : eval 0 (Lagrange.nodal Finset.univ h) = (-1) ^ (n + 1) * ∏ j, h j := by
    have hneg : ∀ j, 0 - h j = (-1) * h j := fun j => by ring
    rw [Lagrange.eval_nodal]
    simp only [hneg, Finset.prod_mul_distrib, Finset.prod_const, Finset.card_univ,
      Fintype.card_fin]
  have key := extrapolate_polynomial h hh _ hdeg
  simp only [extrapolate, eval_sub, eval_pow, eval_X, hnode, hzero, sub_zero] at key
  simp only [extrapolate]
  rw [key, zero_pow (Nat.succ_ne_zero n)]
  ring

/-- **Multi-point Richardson remainder.** For `n + 1` distinct steps, extrapolation removes the
error terms of orders `1` to `n` and leaves `(-1) ^ n * B` times the product of all steps. -/
theorem richardson_remainder (h : Fin (n + 1) → K) (hh : Function.Injective h)
    (E : K) (A : Fin n → K) (B : K) :
    extrapolate h (energyModel E A B) = E + (-1) ^ n * B * ∏ j, h j := by
  have hone : ∑ k, weight h k = 1 := by
    simpa only [extrapolate, pow_zero, mul_one] using extrapolate_pow h hh 0 (Nat.zero_le n)
  have htop : ∑ k, weight h k * h k ^ (n + 1) = (-1) ^ n * ∏ j, h j :=
    extrapolate_pow_succ h hh
  -- the intermediate orders cancel one by one
  have hmid : ∑ k, weight h k * ∑ m : Fin n, A m * h k ^ ((m : ℕ) + 1) = 0 := by
    simp_rw [Finset.mul_sum]
    rw [Finset.sum_comm]
    refine Finset.sum_eq_zero fun m _ => ?_
    have hm : ∑ k, weight h k * h k ^ ((m : ℕ) + 1) = 0 ^ ((m : ℕ) + 1) :=
      extrapolate_pow h hh ((m : ℕ) + 1) m.isLt
    calc ∑ k, weight h k * (A m * h k ^ ((m : ℕ) + 1))
        = A m * ∑ k, weight h k * h k ^ ((m : ℕ) + 1) := by
          rw [Finset.mul_sum]
          exact Finset.sum_congr rfl fun k _ => by ring
      _ = 0 := by rw [hm, zero_pow (Nat.succ_ne_zero _), mul_zero]
  calc extrapolate h (energyModel E A B)
      = E * ∑ k, weight h k + ∑ k, weight h k * ∑ m : Fin n, A m * h k ^ ((m : ℕ) + 1)
          + B * ∑ k, weight h k * h k ^ (n + 1) := by
        unfold extrapolate energyModel
        rw [Finset.mul_sum, Finset.mul_sum, ← Finset.sum_add_distrib,
          ← Finset.sum_add_distrib]
        exact Finset.sum_congr rfl fun k _ => by ring
    _ = E + (-1) ^ n * B * ∏ j, h j := by
        rw [hone, hmid, htop]
        ring

/-- For distinct nonzero steps, the extrapolated energy equals the limit `E` exactly when the
coefficient `B` of order `n + 1` vanishes. -/
theorem extrapolate_exact_iff (h : Fin (n + 1) → K) (hh : Function.Injective h)
    (h0 : ∀ j, h j ≠ 0) (E : K) (A : Fin n → K) (B : K) :
    extrapolate h (energyModel E A B) = E ↔ B = 0 := by
  rw [richardson_remainder h hh]
  constructor
  · intro hE
    have hz : (-1) ^ n * B * ∏ j, h j = 0 := by linear_combination hE
    have hp : ∏ j, h j ≠ 0 := Finset.prod_ne_zero_iff.mpr fun j _ => h0 j
    have hs : (-1 : K) ^ n ≠ 0 := pow_ne_zero _ (neg_ne_zero.mpr one_ne_zero)
    exact (mul_eq_zero.mp ((mul_eq_zero.mp hz).resolve_right hp)).resolve_left hs
  · intro hB
    rw [hB]
    ring

/-- For steps `s, s r, ..., s r ^ n` with `s` nonzero and a positive ratio `r` other than one,
the remainder is `(-1) ^ n * B * s ^ (n + 1) * r ^ (n (n + 1) / 2)`. -/
theorem geometric_remainder (s r : ℝ) (hs : s ≠ 0) (hr : 0 < r) (hr1 : r ≠ 1)
    (E : ℝ) (A : Fin n → ℝ) (B : ℝ) :
    extrapolate (fun j : Fin (n + 1) => s * r ^ (j : ℕ)) (energyModel E A B)
      = E + (-1) ^ n * B * (s ^ (n + 1) * r ^ ((n + 1) * n / 2)) := by
  have hinj : Function.Injective (fun j : Fin (n + 1) => s * r ^ (j : ℕ)) := by
    intro i j hij
    have hpow : r ^ (i : ℕ) = r ^ (j : ℕ) := mul_left_cancel₀ hs hij
    exact Fin.ext (pow_right_injective₀ hr hr1 hpow)
  -- the exponents add up to a triangular number
  have hsum : ∑ i : Fin (n + 1), (i : ℕ) = (n + 1) * n / 2 :=
    (Fin.sum_univ_eq_sum_range (fun i => i) (n + 1)).trans (Finset.sum_range_id (n + 1))
  have hprod : ∏ j : Fin (n + 1), s * r ^ (j : ℕ)
      = s ^ (n + 1) * r ^ ((n + 1) * n / 2) := by
    rw [Finset.prod_mul_distrib, Finset.prod_const, Finset.card_univ, Fintype.card_fin,
      Finset.prod_pow_eq_pow_sum, hsum]
  rw [richardson_remainder _ hinj, hprod]

/-- The two-point formula: for distinct steps `a` and `b`, eliminating the linear error leaves
the quadratic coefficient `B` times `-a b`. -/
theorem two_point_remainder (a b E A B : K) (hab : a ≠ b) :
    (b * (E + A * a + B * a ^ 2) - a * (E + A * b + B * b ^ 2)) / (b - a)
      = E - B * (a * b) := by
  rw [div_eq_iff (sub_ne_zero.mpr hab.symm)]
  ring

end

end RichardsonRemainder
```

```lean
#print axioms RichardsonRemainder.extrapolate_polynomial
#print axioms RichardsonRemainder.extrapolate_exact_iff
#print axioms RichardsonRemainder.geometric_remainder
#print axioms RichardsonRemainder.two_point_remainder
```

```
'RichardsonRemainder.extrapolate_polynomial' depends on axioms: [propext, Classical.choice, Quot.sound]
'RichardsonRemainder.extrapolate_exact_iff' depends on axioms: [propext, Classical.choice, Quot.sound]
'RichardsonRemainder.geometric_remainder' depends on axioms: [propext, Classical.choice, Quot.sound]
'RichardsonRemainder.two_point_remainder' depends on axioms: [propext, Classical.choice, Quot.sound]
```

The steps are a function `h : Fin (n + 1) → K`, that is, a list numbered from $0$ to $n$. The hypothesis `Function.Injective h` says that they are pairwise distinct. `K` is any field; your case is the real numbers. Positivity, which a time step has physically, isn't required by the main theorem.

`weight h k` is $w_k$, with the product taken over all indices except `k`. `extrapolate h f` is the weighted sum of the values of `f` at the steps. `energyModel E A B` is the polynomial $f$ above. Its coefficients `A : Fin n → K` are numbered from zero, so `A m` multiplies the power $m+1$; many texts would call the linear coefficient $A_1$. `richardson_remainder` is then the displayed formula for the extrapolated value, for every choice of the coefficients.

`extrapolate_exact_iff` adds the hypothesis that all steps are nonzero. `geometric_remainder` is stated for real numbers, with a nonzero first step `s` and a positive ratio `r` different from one, which makes the steps distinct. `two_point_remainder` writes out the familiar two-step formula directly; there `A` is a single number.

The model contains no Hamiltonian and no sampling. `E` is simply the constant term, and `f` is to be read as the mean energy at a given step, free of statistical noise. The step from the theorem to your calculation is the assumption that this mean energy really is such a polynomial. An actual time-step error will usually have higher orders too. A further term $Cx^{n+2}$ would add $C\sum_kw_kh_k^{n+2}$ to the result. If all steps are reduced by a common factor, the weights stay the same and this addition shrinks faster than the product term, so for small enough steps and $B\ne0$ the product term dominates it. That last comparison is an informal supplement to the theorems.

Within the polynomial model, the result bears on time-step and grid-spacing extrapolation in simulation practice. If a method has only even orders in its spacing $\Delta$, take $x=\Delta^2$ as the step; the remainder then contains the product of the squared spacings.

### How Lean carries out the argument

`extrapolate_polynomial` is the interpolation rule. Its degree hypothesis, strictly less than `n + 1`, also admits the zero polynomial. The intermediate statement `hw` identifies each weight with the Lagrange basis polynomial at zero. It compares the two products factor by factor, and distinctness supplies the nonzero denominators. `Lagrange.eq_interpolate` is the uniqueness argument: a polynomial of degree at most $n$ equals its interpolant through $n+1$ distinct points. Evaluating that equality at zero and matching the terms completes the lemma.

`extrapolate_pow` applies the rule to $x^m$ with $m\le n$. Its right-hand side `0 ^ m` is one for $m=0$ and zero otherwise, so a single statement holds both the normalisation of the weights and the cancellation of the lower orders.

`extrapolate_pow_succ` treats $x^{n+1}$. Mathlib's `Lagrange.nodal` is the polynomial $N$. The statement `hdeg` says that subtracting it lowers the degree, because the leading terms agree; `hnode` says that $N$ vanishes at every step; and `hzero` computes $N(0)$ by taking a factor $-1$ out of each of the $n+1$ factors. Applying the interpolation rule to $Q$ gives the signed product.

`richardson_remainder` assembles these parts. `hone` is $\sum_kw_k=1$ and `htop` is the sum for the surviving order. For `hmid`, `Finset.sum_comm` exchanges the sum over steps with the sum over orders, after which each order vanishes separately. The final `calc` splits the extrapolated energy into the same three sums as the derivation above and inserts their values.

In `extrapolate_exact_iff`, the remainder is a product equal to zero. Since neither the sign nor the product of the steps is zero, $B$ must be. In `geometric_remainder`, `hinj` proves that the steps are distinct, `hsum` adds the exponents to $n(n+1)/2$, and `hprod` evaluates the product before the main theorem is applied. The two-point formula needs only multiplication by the nonzero denominator $b-a$, followed by `ring`.

### What goes wrong if two steps coincide

Let $n=1$ and $h_0=h_1=1$. The energies $f(x)=1$ and $f(x)=x$ both fit the model with $B=0$, and both give the value one at each of the two steps. Their zero-step limits are one and zero. The data are identical, so no choice of weights can return the correct limit in both cases. In Lean, where division by zero gives zero, both weights are zero here, and the claimed formula fails for $f(x)=1$.
